# A noninteracting, spin-degenerate level coupled to a wide-band s-wave superconductor has exactly one pair of Andreev bound states in the gap

**Q:** A single level hybridises with a superconductor, and I want its bound-state energies inside the gap. Your Lean file contains no superconductor, only a real 2×2 matrix. What was assumed?

**A:** That the lead is a conventional s-wave superconductor and acts on the level only through a self-energy, written down in its wide-band form. Let \(D>0\) be the gap (usually \(\Delta\)), \(E\) the energy from the Fermi level, and \(s=\sqrt{D^2-E^2}\). For \(|E|<D\),

\[
\Sigma(E)=-\frac{\Gamma}{s}\begin{pmatrix}E&-D\\-D&E\end{pmatrix}.
\]

The coupling \(\Gamma=\pi\rho|t|^2\) is the half-width the level would have if the lead were normal, with hopping \(t\) and a constant normal density of states \(\rho\) per spin. The matrix acts on the Nambu pair of a spin-up electron and a spin-down hole, and the pairing phase is chosen to make it real.

```lean
import Mathlib

open Set

namespace AndreevBoundState

noncomputable section

/-- Wide-band Nambu self-energy of a level coupled with strength `Γ` to a superconductor
of gap `D`, at an energy `E` inside the gap, `|E| < D`. -/
def selfEnergy (D Γ E : ℝ) : Matrix (Fin 2) (Fin 2) ℝ :=
  (-(Γ / √(D ^ 2 - E ^ 2))) • !![E, -D; -D, E]
```

**Q:** So integrating out the lead is taken on trust?

**A:** Yes. The theorems start from \(\Sigma\) and do not derive it from a lead Hamiltonian. There is also no Coulomb repulsion on the level and no spin splitting. With level energy \(\varepsilon\) for both spins, the inverse Green function is \(\mathrm{diag}(E-\varepsilon,\,E+\varepsilon)-\Sigma(E)\).

```lean
/-- Inverse Nambu Green function, at energy `E`, of a noninteracting level coupled with strength `Γ`
to a superconductor of gap `D`; the level lies at energy `ε` from the Fermi energy, for `|E| < D`.
-/
def invGreen (D Γ ε E : ℝ) : Matrix (Fin 2) (Fin 2) ℝ :=
  !![E - ε, 0; 0, E + ε] - selfEnergy D Γ E
```

**Q:** And where is a bound state in that?

**A:** At a zero of the determinant with \(|E|<D\), where the Green function has a pole. Put \(g=\Gamma/s\). Then

\[
\det=E^2(1+g)^2-\varepsilon^2-g^2D^2=E^2(1+2g)-g^2s^2-\varepsilon^2=E^2(1+2g)-(\varepsilon^2+\Gamma^2).
\]

The first term is called `dressedSq`.

```lean
/-- The squared energy, enhanced by the coupling to the superconductor, for `|E| < D`. -/
def dressedSq (D Γ E : ℝ) : ℝ :=
  E ^ 2 * (1 + 2 * (Γ / √(D ^ 2 - E ^ 2)))
```

In the proof, `linear_combination` uses the same two facts, \(s^2=D^2-E^2\) and \(gs=\Gamma\).

```lean
/-- Inside the gap, the determinant of the inverse Green function is the dressed squared
energy minus `ε² + Γ²`. -/
theorem det_invGreen {D Γ ε E : ℝ} (hE : E ∈ Ioo (-D) D) :
    (invGreen D Γ ε E).det = dressedSq D Γ E - (ε ^ 2 + Γ ^ 2) := by
  have hpos : 0 < D ^ 2 - E ^ 2 := by
    nlinarith [mul_pos (sub_pos.2 hE.2) (sub_pos.2 hE.1)]
  have hs : 0 < √(D ^ 2 - E ^ 2) := Real.sqrt_pos.2 hpos
  have hs2 := Real.sq_sqrt hpos.le
  have hg := div_mul_cancel₀ Γ hs.ne'
  rw [Matrix.det_fin_two]
  -- write out the four matrix entries
  change ((E - ε) - (-(Γ / √(D ^ 2 - E ^ 2))) * E) *
      ((E + ε) - (-(Γ / √(D ^ 2 - E ^ 2))) * E) -
      (0 - (-(Γ / √(D ^ 2 - E ^ 2))) * (-D)) *
      (0 - (-(Γ / √(D ^ 2 - E ^ 2))) * (-D)) =
      E ^ 2 * (1 + 2 * (Γ / √(D ^ 2 - E ^ 2))) - (ε ^ 2 + Γ ^ 2)
  linear_combination (Γ / √(D ^ 2 - E ^ 2)) ^ 2 * hs2 -
    (Γ / √(D ^ 2 - E ^ 2) * √(D ^ 2 - E ^ 2) + Γ) * hg
```

**Q:** Why can't there be several positive roots?

**A:** As \(E\) rises from 0 towards \(D\), \(E^2\) grows and \(s\) shrinks, so \(E^2(1+2\Gamma/s)\) increases strictly. It takes the value \(\varepsilon^2+\Gamma^2\) at most once. The lemma compares two energies \(a<b\) in just this way.

```lean
/-- For positive coupling, the dressed squared energy grows strictly with energy from the
Fermi level up to the gap edge. -/
theorem dressedSq_lt {D Γ a b : ℝ} (hΓ : 0 < Γ) (ha : 0 ≤ a) (hab : a < b) (hb : b < D) :
    dressedSq D Γ a < dressedSq D Γ b := by
  have hsq : a ^ 2 < b ^ 2 := by nlinarith
  have hsb : 0 < √(D ^ 2 - b ^ 2) := Real.sqrt_pos.2 (by nlinarith)
  have hss : √(D ^ 2 - b ^ 2) ≤ √(D ^ 2 - a ^ 2) := Real.sqrt_le_sqrt (by linarith)
  have hg : Γ / √(D ^ 2 - a ^ 2) ≤ Γ / √(D ^ 2 - b ^ 2) :=
    div_le_div_of_nonneg_left hΓ.le hsb hss
  have hgb : 0 < Γ / √(D ^ 2 - b ^ 2) := div_pos hΓ hsb
  unfold dressedSq
  nlinarith [mul_pos (sub_pos.2 hsq) hgb, mul_nonneg (sq_nonneg a) (sub_nonneg.2 hg)]
```

**Q:** And why is there one at all? The expression diverges at the gap edge.

**A:** Multiply the determinant by \(s\):

\[
F(E)=E^2(s+2\Gamma)-(\varepsilon^2+\Gamma^2)s .
\]

This is continuous on \([0,D]\), with \(F(0)=-(\varepsilon^2+\Gamma^2)D<0\) and \(F(D)=2\Gamma D^2>0\). The intermediate value theorem gives a zero strictly inside, where \(s>0\) can be divided out again.

```lean
/-- For positive gap and coupling, the dressed squared energy takes the value `ε² + Γ²`
at some positive energy below the gap edge. -/
theorem exists_dressedSq_eq {D Γ : ℝ} (hD : 0 < D) (hΓ : 0 < Γ) (ε : ℝ) :
    ∃ E ∈ Ioo 0 D, dressedSq D Γ E = ε ^ 2 + Γ ^ 2 := by
  -- multiplying by the square root removes the singularity at the gap edge
  let F : ℝ → ℝ := fun E =>
    E ^ 2 * (√(D ^ 2 - E ^ 2) + 2 * Γ) - (ε ^ 2 + Γ ^ 2) * √(D ^ 2 - E ^ 2)
  have hF : Continuous F := by
    dsimp only [F]
    fun_prop
  have hK : 0 < ε ^ 2 + Γ ^ 2 := by positivity
  have h0 : F 0 < 0 := by
    have h : √(D ^ 2 - (0 : ℝ) ^ 2) = D := by
      rw [show D ^ 2 - (0 : ℝ) ^ 2 = D ^ 2 by ring, Real.sqrt_sq hD.le]
    dsimp only [F]
    rw [h]
    nlinarith [mul_pos hK hD]
  have h1 : 0 < F D := by
    dsimp only [F]
    rw [sub_self, Real.sqrt_zero, mul_zero, sub_zero, zero_add]
    positivity
  obtain ⟨E, hE, hz⟩ := intermediate_value_Ioo hD.le hF.continuousOn ⟨h0, h1⟩
  refine ⟨E, hE, ?_⟩
  have hs : 0 < √(D ^ 2 - E ^ 2) := Real.sqrt_pos.2 (by nlinarith [hE.1, hE.2])
  have hg := div_mul_cancel₀ Γ hs.ne'
  dsimp only [F] at hz
  apply mul_right_cancel₀ hs.ne'
  unfold dressedSq
  linear_combination hz + 2 * E ^ 2 * hg
```

The determinant is even in \(E\), so the negative zero is the mirror image of the positive one. Lean compares \(|E|\) with \(E_0\): strict growth excludes both "smaller" and "larger". The result holds for every real \(\varepsilon\).

```lean
/-- For positive gap and coupling and any level energy, the zeros of the determinant of the
inverse Green function inside the gap are exactly one pair `±E₀` with `0 < E₀ < D`. -/
theorem subgap_spectrum {D Γ : ℝ} (hD : 0 < D) (hΓ : 0 < Γ) (ε : ℝ) :
    ∃ E₀ ∈ Ioo 0 D, ∀ E ∈ Ioo (-D) D,
      (invGreen D Γ ε E).det = 0 ↔ E = E₀ ∨ E = -E₀ := by
  obtain ⟨E₀, h0, he⟩ := exists_dressedSq_eq hD hΓ ε
  refine ⟨E₀, h0, fun E hE => ?_⟩
  rw [det_invGreen hE, sub_eq_zero, ← he]
  constructor
  · intro h
    have habs : dressedSq D Γ |E| = dressedSq D Γ E := by
      simp only [dressedSq, sq_abs]
    -- strict growth leaves a single possible modulus
    have heq : |E| = E₀ := by
      rcases lt_trichotomy |E| E₀ with l | l | l
      · have := dressedSq_lt hΓ (abs_nonneg E) l h0.2
        linarith
      · exact l
      · have := dressedSq_lt hΓ h0.1.le l (abs_lt.2 hE)
        linarith
    exact eq_or_eq_neg_of_abs_eq heq
  · rintro (h | h) <;> simp only [h, dressedSq, neg_sq]
```

**Q:** The equation I know is \(E(s+\Gamma)=\Gamma D\). Is it the same condition?

**A:** It is for \(\varepsilon=0\) and \(0<E<D\). Multiplying the determinant by \(s^2\) gives

\[
s^2\det=E^2(s^2+2\Gamma s)-\Gamma^2s^2=\bigl(E(s+\Gamma)\bigr)^2-(\Gamma D)^2 .
\]

Both squared quantities are positive, so the squares agree exactly when the quantities do.

```lean
/-- For a level at the Fermi energy, positive gap and coupling, and `0 < E < D`, the
determinant vanishes exactly when the Andreev bound-state equation holds. -/
theorem det_eq_zero_iff {D Γ E : ℝ} (hD : 0 < D) (hΓ : 0 < Γ) (hE : E ∈ Ioo 0 D) :
    (invGreen D Γ 0 E).det = 0 ↔ E * (√(D ^ 2 - E ^ 2) + Γ) = Γ * D := by
  have hpos : 0 < D ^ 2 - E ^ 2 := by nlinarith [hE.1, hE.2]
  have hs : 0 < √(D ^ 2 - E ^ 2) := Real.sqrt_pos.2 hpos
  have hs2 := Real.sq_sqrt hpos.le
  have hg := div_mul_cancel₀ Γ hs.ne'
  have hE0 : 0 < E := hE.1
  -- the determinant is a difference of two squares
  have key : √(D ^ 2 - E ^ 2) ^ 2 * (invGreen D Γ 0 E).det =
      (E * (√(D ^ 2 - E ^ 2) + Γ)) ^ 2 - (Γ * D) ^ 2 := by
    rw [det_invGreen ⟨by linarith, hE.2⟩]
    unfold dressedSq
    linear_combination 2 * √(D ^ 2 - E ^ 2) * E ^ 2 * hg - Γ ^ 2 * hs2
  have hl : 0 ≤ E * (√(D ^ 2 - E ^ 2) + Γ) := by positivity
  have hr : 0 ≤ Γ * D := by positivity
  have hsq : (E * (√(D ^ 2 - E ^ 2) + Γ)) ^ 2 = (Γ * D) ^ 2 ↔
      E * (√(D ^ 2 - E ^ 2) + Γ) = Γ * D := sq_eq_sq₀ hl hr
  rw [← hsq, ← sub_eq_zero (b := (Γ * D) ^ 2), ← key]
  constructor
  · intro h
    rw [h, mul_zero]
  · intro h
    exact (mul_eq_zero.1 h).resolve_left (pow_pos hs 2).ne'
```

Uniqueness for your equation follows from the pair \(\pm E_0\), since only \(+E_0\) is positive. In Lean, `∃!` says that one such \(E\) exists and any other equals it.

```lean
/-- For positive gap and coupling, the Andreev bound-state equation of a level at the Fermi
energy has exactly one solution strictly between zero and the gap edge. -/
theorem existsUnique_andreev {D Γ : ℝ} (hD : 0 < D) (hΓ : 0 < Γ) :
    ∃! E, E ∈ Ioo 0 D ∧ E * (√(D ^ 2 - E ^ 2) + Γ) = Γ * D := by
  obtain ⟨E₀, h0, h⟩ := subgap_spectrum hD hΓ 0
  refine ⟨E₀, ⟨h0, ?_⟩, ?_⟩
  · exact (det_eq_zero_iff hD hΓ h0).1
      ((h E₀ ⟨by linarith [h0.1], h0.2⟩).2 (Or.inl rfl))
  · rintro E ⟨hE, heq⟩
    rcases (h E ⟨by linarith [hE.1], hE.2⟩).1 ((det_eq_zero_iff hD hΓ hE).2 heq) with l | l
    · exact l
    · linarith [hE.1, h0.1]
```

**Q:** Why insist on the open interval?

**A:** At \(E=D\) the square root vanishes and your equation reads \(\Gamma D=\Gamma D\). That root is always present and comes from the algebra, not from a zero of the determinant inside the gap.

```lean
/-- The scalar bound-state equation is also satisfied at the gap edge `E = D`. -/
theorem gap_edge_root (D Γ : ℝ) : D * (√(D ^ 2 - D ^ 2) + Γ) = Γ * D := by
  rw [sub_self, Real.sqrt_zero]
  ring
```

**Q:** Can you say where the true root lies?

**A:** For \(\varepsilon=0\), between \(\Gamma D/(\Gamma+D)\) and \(\Gamma\). Since \(s<D\), we have \(\Gamma D=E(s+\Gamma)<E(D+\Gamma)\), which is the lower bound. Since \(s^2-(D-E)^2=2E(D-E)>0\), we have \(s>D-E\), so \(Es=\Gamma(D-E)<\Gamma s\) and \(E<\Gamma\). When \(\Gamma\ge D\), this upper bound adds nothing to \(E<D\).

```lean
/-- For positive coupling, a solution of the bound-state equation with `0 < E < D` lies
above `Γ D / (Γ + D)` and below `Γ`. -/
theorem andreev_bounds {D Γ E : ℝ} (hΓ : 0 < Γ) (hE : E ∈ Ioo 0 D)
    (h : E * (√(D ^ 2 - E ^ 2) + Γ) = Γ * D) :
    Γ * D / (Γ + D) < E ∧ E < Γ := by
  obtain ⟨hE0, hED⟩ := hE
  have hD : 0 < D := hE0.trans hED
  have hpos : 0 < D ^ 2 - E ^ 2 := by nlinarith
  have hs : 0 < √(D ^ 2 - E ^ 2) := Real.sqrt_pos.2 hpos
  have hs2 := Real.sq_sqrt hpos.le
  -- the square root lies between D - E and D
  have hup : √(D ^ 2 - E ^ 2) < D := by nlinarith [pow_pos hE0 2]
  have hlow : D - E < √(D ^ 2 - E ^ 2) := by
    nlinarith [mul_pos hE0 (sub_pos.2 hED)]
  constructor
  · rw [div_lt_iff₀ (by positivity)]
    nlinarith [mul_pos hE0 (sub_pos.2 hup)]
  · have h1 : E * √(D ^ 2 - E ^ 2) < Γ * √(D ^ 2 - E ^ 2) := by
      nlinarith [mul_pos hΓ (sub_pos.2 hlow)]
    exact lt_of_mul_lt_mul_right h1 hs.le

end

end AndreevBoundState
```

```lean
#print axioms AndreevBoundState.existsUnique_andreev
#print axioms AndreevBoundState.gap_edge_root
#print axioms AndreevBoundState.andreev_bounds
```

```
'AndreevBoundState.existsUnique_andreev' depends on axioms: [propext, Classical.choice, Quot.sound]
'AndreevBoundState.gap_edge_root' depends on axioms: [propext, Classical.choice, Quot.sound]
'AndreevBoundState.andreev_bounds' depends on axioms: [propext, Classical.choice, Quot.sound]
```

**Q:** What does this look like in an actual calculation?

**A:** For a noninteracting quantum dot on a superconducting lead, the subgap level can be found by bisecting \(F\) on \([0,D]\). Take \(D=\Gamma=1\) and \(\varepsilon=0\). Then \(F(0)=-1\), \(F(1)=2\) and \(F(0.5)\approx-0.15\), so the next interval is \([0.5,1]\). Continuing gives \(E_0\approx0.544\), and the bound states sit at \(\pm0.544\) in units of the gap.
